# Haberkorn singlet recombination without a spin Hamiltonian: the solution and its limit $(1-P)R(1-P)$

Suppose that a radical pair starts in a superposition of singlet and triplet, and that only singlet pairs react to the product. The usual Haberkorn term for this is $-\frac k2(P\rho+\rho P)$, with $\rho$ the density matrix, $P$ the singlet projector and $k$ the rate constant. What bothers me is that $P$ stands on only one side of $\rho$ in each term, so the term also acts on the singlet-triplet coherences. If I switch off the whole spin Hamiltonian, does the triplet part survive intact? And can $\rho$ pick up negative probabilities on the way?

## The triplet block survives and positivity is kept

Without a spin Hamiltonian, the triplet part is untouched, and a positive semidefinite initial matrix stays so. Let $R$ be the initial matrix, $Q=1-P$, $a(t)=e^{-kt/2}$ and
$$D(t)=Q+a(t)P,\qquad \rho(t)=D(t)\,R\,D(t).$$

Since $P^2=P$, we have $PQ=QP=0$ and $PD=DP=aP$. Hence $D'=-\frac k2 aP=-\frac k2PD$, and the product rule gives
$$\rho'=-\tfrac k2(PDRD+DRPD)=-\tfrac k2(P\rho+\rho P),$$
where the last step uses $PD=DP$. At $t=0$, $D=1$ and $\rho=R$. Multiplying out,
$$\rho=QRQ+a(PRQ+QRP)+a^2PRP .$$
For $k>0$, $a\to0$ and $\rho\to QRQ$. The coherences decay at rate $k/2$ and the singlet block at rate $k$. In particular,
$$\mathrm{Tr}(P\rho)=a\,\mathrm{Tr}(PRD)=a\,\mathrm{Tr}(DPR)=e^{-kt}\,\mathrm{Tr}(PR).$$
Taking the trace of the equation of motion gives $(\mathrm{Tr}\,\rho)'=-k\,\mathrm{Tr}(P\rho)$: what is lost is the singlet population that reacts.

For positivity, Hermitian $P$ makes $D$ Hermitian, so $v^\dagger\rho v=(Dv)^\dagger R(Dv)\ge0$ for every vector $v$.

No other solution starts at $R$. Put $E=Q+a^{-1}P$, so that $DE=ED=1$ and $E'=\frac k2PE$. For any solution $\sigma$,
$$(E\sigma E)'=\tfrac k2PE\sigma E-\tfrac k2E(P\sigma+\sigma P)E+\tfrac k2E\sigma PE=0,$$
because $E$ commutes with $P$. Thus $E\sigma E=\sigma(0)$, and $\sigma=D\sigma(0)D$.

## What the Lean statements say

States are matrices `Matrix n n ℂ` over a finite index type `n`. `haberkornRate` is the recombination term, `damping` is $D$, and `rho` is $DRD$. `SolvesHaberkorn` says that every matrix entry has the required derivative at every real time. The letter `σ` denotes an arbitrary solution, not a Pauli matrix.

The main theorem, `haberkorn_recombination`, assumes $P^2=P$ and $k>0$; Hermiticity enters only in `rho_posSemidef`. `R` need not have unit trace. If it is a density matrix, $\mathrm{Tr}\,\rho(t)$ is the surviving fraction of pairs, and $\rho$ is not renormalised.

`singletProjector` is the projector onto $(\uparrow\downarrow-\downarrow\uparrow)/\sqrt2$, shown to be Hermitian and idempotent; for these two spins $Q$ projects onto the triplets.

The constant $k$ stands for first-order reaction of singlet pairs. That a real pair follows this equation, with its hyperfine, Zeeman, exchange and dipolar terms all negligible meanwhile, is a physical assumption. In a simulation that alternates short Hamiltonian and recombination steps on a finite spin space, the formula can serve as the substep for singlet-only Haberkorn recombination.

```lean
import Mathlib

open Matrix Filter Topology
open scoped ComplexOrder

namespace HaberkornRecombination

noncomputable section

variable {n : Type*} [Fintype n] [DecidableEq n]

/-- The Haberkorn recombination term `-(k/2) (P ρ + ρ P)`. -/
def haberkornRate (P : Matrix n n ℂ) (k : ℝ) (ρ : Matrix n n ℂ) : Matrix n n ℂ :=
  -((k : ℂ) / 2) • (P * ρ + ρ * P)

/-- The time-dependent matrix `σ` obeys the Haberkorn equation at all times, entry by entry. -/
def SolvesHaberkorn (P : Matrix n n ℂ) (k : ℝ) (σ : ℝ → Matrix n n ℂ) : Prop :=
  ∀ t i j, HasDerivAt (fun s => σ s i j) (haberkornRate P k (σ t) i j) t

/-- The damping operator `(1 - P) + exp(-kt/2) P`. -/
def damping (P : Matrix n n ℂ) (k t : ℝ) : Matrix n n ℂ :=
  1 - P + ((Real.exp (-(k * t / 2)) : ℝ) : ℂ) • P

/-- The initial matrix `R` with the damping operator applied on both sides. -/
def rho (P R : Matrix n n ℂ) (k t : ℝ) : Matrix n n ℂ :=
  damping P k t * R * damping P k t

/-- For idempotent `P`, the damping operator multiplied by `P` from either side
is `exp(-kt/2) P`. -/
theorem damping_on_singlet {P : Matrix n n ℂ} (hP : P * P = P) (k t : ℝ) :
    P * damping P k t = ((Real.exp (-(k * t / 2)) : ℝ) : ℂ) • P ∧
    damping P k t * P = ((Real.exp (-(k * t / 2)) : ℝ) : ℂ) • P := by
  constructor <;>
    simp only [damping, mul_add, add_mul, mul_sub, sub_mul, mul_one, one_mul,
      mul_smul_comm, smul_mul_assoc, hP, sub_self, zero_add]

/-- For idempotent `P`, reversing the sign of the rate inverts the damping operator. -/
theorem damping_mul_reverse {P : Matrix n n ℂ} (hP : P * P = P) (k t : ℝ) :
    damping P k t * damping P (-k) t = 1 := by
  have key : ∀ x y : ℂ, (1 - P + x • P) * (1 - P + y • P) = 1 - P + (x * y) • P := by
    intro x y
    simp only [mul_add, add_mul, mul_sub, sub_mul, mul_one, one_mul,
      mul_smul_comm, smul_mul_assoc, hP]
    module
  have he : -(k * t / 2) + -(-k * t / 2) = 0 := by ring
  rw [damping, damping, key, ← Complex.ofReal_mul, ← Real.exp_add, he, Real.exp_zero,
    Complex.ofReal_one, one_smul, sub_add_cancel]

omit [DecidableEq n] in
/-- The product rule for time-dependent matrices, entry by entry and in the given order. -/
theorem hasDerivAt_mul_entry {A B : ℝ → Matrix n n ℂ} {A' B' : Matrix n n ℂ} {t : ℝ}
    (hA : ∀ i j, HasDerivAt (fun s => A s i j) (A' i j) t)
    (hB : ∀ i j, HasDerivAt (fun s => B s i j) (B' i j) t) (i j : n) :
    HasDerivAt (fun s => (A s * B s) i j) ((A' * B t + A t * B') i j) t := by
  simp only [Matrix.add_apply, Matrix.mul_apply, ← Finset.sum_add_distrib]
  exact HasDerivAt.fun_sum fun l _ => (hA i l).fun_mul (hB l j)

/-- For idempotent `P`, the damping operator `D` obeys `D' = -(k/2) P D`. -/
theorem damping_hasDerivAt {P : Matrix n n ℂ} (hP : P * P = P) (k t : ℝ) (i j : n) :
    HasDerivAt (fun s => damping P k s i j)
      ((-((k : ℂ) / 2) • (P * damping P k t)) i j) t := by
  have h0 : HasDerivAt (fun s : ℝ => -(k * s / 2)) (-(k * 1 / 2)) t :=
    (((hasDerivAt_id' t).const_mul k).div_const 2).fun_neg
  have h1 := (h0.exp.ofReal_comp.mul_const (P i j)).const_add ((1 - P) i j)
  have hf : (fun s => damping P k s i j) =
      fun s => (1 - P) i j + ((Real.exp (-(k * s / 2)) : ℝ) : ℂ) * P i j := by
    funext s
    simp only [damping, Matrix.add_apply, Matrix.smul_apply, smul_eq_mul]
  rw [hf, (damping_on_singlet hP k t).1]
  refine h1.congr_deriv ?_
  simp only [Matrix.smul_apply, smul_eq_mul]
  push_cast
  ring

/-- Haberkorn recombination: for idempotent `P` and `k > 0`, the matrix `rho` solves the
Haberkorn equation, starts at `R`, and tends to `(1 - P) R (1 - P)` at long times. -/
theorem haberkorn_recombination {P : Matrix n n ℂ} (hP : P * P = P) (R : Matrix n n ℂ)
    {k : ℝ} (hk : 0 < k) :
    SolvesHaberkorn P k (rho P R k) ∧ rho P R k 0 = R ∧
      Tendsto (rho P R k) atTop (𝓝 ((1 - P) * R * (1 - P))) := by
  refine ⟨fun t i j => ?_, by simp [rho, damping], ?_⟩
  · -- product rule, then move `P` through the damping operator
    have hR : ∀ i j, HasDerivAt (fun _ : ℝ => R i j) ((0 : Matrix n n ℂ) i j) t :=
      fun i j => hasDerivAt_const t (R i j)
    have h := hasDerivAt_mul_entry (hasDerivAt_mul_entry (damping_hasDerivAt hP k t) hR)
      (damping_hasDerivAt hP k t) i j
    have key : ∀ D : Matrix n n ℂ, D * P = P * D →
        (-((k : ℂ) / 2) • (P * D) * R + D * 0) * D + D * R * (-((k : ℂ) / 2) • (P * D))
          = haberkornRate P k (D * R * D) := by
      intro D hD
      simp only [haberkornRate, mul_zero, add_zero, smul_mul_assoc, mul_smul_comm,
        ← smul_add, mul_assoc, hD]
    have hc := (damping_on_singlet hP k t).2.trans (damping_on_singlet hP k t).1.symm
    exact h.congr_deriv (congrArg (fun M : Matrix n n ℂ => M i j) (key _ hc))
  · -- `rho` is a continuous function of the decaying amplitude
    have h1 : Tendsto (fun t : ℝ => -(k * t / 2)) atTop atBot :=
      tendsto_neg_atTop_atBot.comp
        ((tendsto_id.const_mul_atTop hk).atTop_div_const two_pos)
    have h2 := (Complex.continuous_ofReal.tendsto 0).comp (Real.tendsto_exp_atBot.comp h1)
    have hD : Continuous fun x : ℂ => 1 - P + x • P :=
      continuous_const.add (continuous_id.smul continuous_const)
    have hF : Continuous fun x : ℂ => (1 - P + x • P) * R * (1 - P + x • P) :=
      (hD.matrix_mul continuous_const).matrix_mul hD
    have h0 : (1 - P + ((0 : ℝ) : ℂ) • P) * R * (1 - P + ((0 : ℝ) : ℂ) • P)
        = (1 - P) * R * (1 - P) := by simp
    rw [← h0]
    exact (hF.tendsto ((0 : ℝ) : ℂ)).comp h2

/-- For idempotent `P`, every solution of the Haberkorn equation is `rho` with its own
initial value. -/
theorem haberkorn_unique {P : Matrix n n ℂ} (hP : P * P = P) {k : ℝ}
    {σ : ℝ → Matrix n n ℂ} (hσ : SolvesHaberkorn P k σ) (t : ℝ) :
    σ t = rho P (σ 0) k t := by
  have key : ∀ E S : Matrix n n ℂ, E * P = P * E →
      (-(((-k : ℝ) : ℂ) / 2) • (P * E) * S + E * haberkornRate P k S) * E
        + E * S * (-(((-k : ℝ) : ℂ) / 2) • (P * E)) = 0 := by
    intro E S hE
    have hE' : ∀ X, E * (P * X) = P * (E * X) := fun X => by
      rw [← mul_assoc, hE, mul_assoc]
    simp only [haberkornRate, Complex.ofReal_neg, smul_mul_assoc, mul_smul_comm, mul_add,
      add_mul, smul_add, mul_assoc, hE']
    module
  -- undoing the damping gives a matrix that does not move
  have hW : ∀ s i j, HasDerivAt
      (fun s => (damping P (-k) s * σ s * damping P (-k) s) i j) 0 s := by
    intro s i j
    have h := hasDerivAt_mul_entry (hasDerivAt_mul_entry (damping_hasDerivAt hP (-k) s) (hσ s))
      (damping_hasDerivAt hP (-k) s) i j
    have hc := (damping_on_singlet hP (-k) s).2.trans (damping_on_singlet hP (-k) s).1.symm
    exact h.congr_deriv (congrArg (fun M : Matrix n n ℂ => M i j) (key _ (σ s) hc))
  have hconst : damping P (-k) t * σ t * damping P (-k) t = σ 0 := by
    have h0 : damping P (-k) 0 * σ 0 * damping P (-k) 0 = σ 0 := by simp [damping]
    rw [← h0]
    ext i j
    have h := is_const_of_deriv_eq_zero
      (f := fun s => (damping P (-k) s * σ s * damping P (-k) s) i j)
      (fun s => (hW s i j).differentiableAt) (fun s => (hW s i j).deriv) t 0
    exact h
  have h1 := damping_mul_reverse hP k t
  have h2 := mul_eq_one_comm.mp h1
  symm
  calc rho P (σ 0) k t
      = (damping P k t * damping P (-k) t) * σ t * (damping P (-k) t * damping P k t) := by
        rw [rho, ← hconst]
        simp only [mul_assoc]
    _ = σ t := by rw [h1, h2, one_mul, mul_one]

/-- For Hermitian `P`, a positive semidefinite initial matrix stays positive semidefinite. -/
theorem rho_posSemidef {P R : Matrix n n ℂ} (hH : P.IsHermitian) (hR : R.PosSemidef)
    (k t : ℝ) : (rho P R k t).PosSemidef := by
  have hD : (damping P k t)ᴴ = damping P k t := by
    simp only [damping, Matrix.conjTranspose_add, Matrix.conjTranspose_sub,
      Matrix.conjTranspose_one, Matrix.conjTranspose_smul, hH.eq, Complex.star_def,
      Complex.conj_ofReal]
  have h := hR.mul_mul_conjTranspose_same (damping P k t)
  rw [hD] at h
  exact h

/-- For idempotent `P`, the population `Tr(P ρ)` is its initial value times `exp(-kt)`, and the
coherence block `P ρ (1 - P)` is its initial value times `exp(-kt/2)`. -/
theorem population_and_coherence {P : Matrix n n ℂ} (hP : P * P = P) (R : Matrix n n ℂ)
    (k t : ℝ) :
    (P * rho P R k t).trace = ((Real.exp (-(k * t)) : ℝ) : ℂ) * (P * R).trace ∧
    P * rho P R k t * (1 - P) =
      ((Real.exp (-(k * t / 2)) : ℝ) : ℂ) • (P * R * (1 - P)) := by
  obtain ⟨hl, hr⟩ := damping_on_singlet hP k t
  constructor
  · have h1 : P * rho P R k t =
        ((Real.exp (-(k * t / 2)) : ℝ) : ℂ) • (P * R * damping P k t) := by
      simp only [rho, ← mul_assoc, hl, smul_mul_assoc]
    have he : -(k * t) = -(k * t / 2) + -(k * t / 2) := by ring
    rw [h1, Matrix.trace_smul, Matrix.trace_mul_comm (P * R) (damping P k t),
      ← mul_assoc (damping P k t) P R, hr, smul_mul_assoc, Matrix.trace_smul, he,
      Real.exp_add, Complex.ofReal_mul]
    simp only [smul_eq_mul, mul_assoc]
  · have hq : damping P k t * (1 - P) = 1 - P := by
      rw [mul_sub, mul_one, hr, damping, add_sub_cancel_right]
    calc P * rho P R k t * (1 - P)
        = (P * damping P k t) * R * (damping P k t * (1 - P)) := by
          simp only [rho, mul_assoc]
      _ = _ := by rw [hl, hq]; simp only [smul_mul_assoc]

omit [DecidableEq n] in
/-- Along any solution of the Haberkorn equation the trace changes at the rate
`-k Tr(P σ)`. -/
theorem trace_loss {P : Matrix n n ℂ} {k : ℝ} {σ : ℝ → Matrix n n ℂ}
    (hσ : SolvesHaberkorn P k σ) (t : ℝ) :
    HasDerivAt (fun s => (σ s).trace) (-(k : ℂ) * (P * σ t).trace) t := by
  have h : HasDerivAt (fun s => ∑ i, σ s i i) (∑ i, haberkornRate P k (σ t) i i) t :=
    HasDerivAt.fun_sum fun i _ => hσ t i i
  refine h.congr_deriv ?_
  change (haberkornRate P k (σ t)).trace = _
  rw [haberkornRate, Matrix.trace_smul, Matrix.trace_add, Matrix.trace_mul_comm (σ t) P,
    smul_eq_mul]
  ring

/-- The singlet projector of two spins one-half in the basis `↑↑, ↑↓, ↓↑, ↓↓`. -/
def singletProjector : Matrix (Fin 4) (Fin 4) ℂ :=
  !![0, 0, 0, 0; 0, 1 / 2, -1 / 2, 0; 0, -1 / 2, 1 / 2, 0; 0, 0, 0, 0]

/-- The singlet projector of two spins one-half is Hermitian and idempotent. -/
theorem singletProjector_witness :
    singletProjector.IsHermitian ∧ singletProjector * singletProjector = singletProjector := by
  constructor
  · ext i j
    fin_cases i <;> fin_cases j <;> simp [singletProjector, Matrix.conjTranspose_apply]
  · ext i j
    fin_cases i <;> fin_cases j <;>
      simp [singletProjector, Matrix.mul_apply, Fin.sum_univ_succ] <;> norm_num

end

end HaberkornRecombination
```

```lean
#print axioms HaberkornRecombination.haberkorn_recombination
#print axioms HaberkornRecombination.haberkorn_unique
#print axioms HaberkornRecombination.population_and_coherence
#print axioms HaberkornRecombination.trace_loss
```

```
'HaberkornRecombination.haberkorn_recombination' depends on axioms: [propext, Classical.choice, Quot.sound]
'HaberkornRecombination.haberkorn_unique' depends on axioms: [propext, Classical.choice, Quot.sound]
'HaberkornRecombination.population_and_coherence' depends on axioms: [propext, Classical.choice, Quot.sound]
'HaberkornRecombination.trace_loss' depends on axioms: [propext, Classical.choice, Quot.sound]
```

## From the block algebra to the Lean proof

`damping_on_singlet` is $PD=DP=aP$, and `damping_hasDerivAt` turns it into $D'=-\frac k2PD$. `hasDerivAt_mul_entry` is the product rule with the matrix order kept. The main theorem applies that rule twice to $DRD$; its local `key` then moves $P$ through $D$. For the limit, `hF` says that $(Q+xP)R(Q+xP)$ is continuous in $x$, and $x=a(t)$ tends to zero.

`damping_mul_reverse` obtains $DE=1$ from $(Q+xP)(Q+yP)=Q+xyP$, with $E$ written as `damping P (-k) t`. In `haberkorn_unique`, `key` is the cancellation in $(E\sigma E)'$, and `is_const_of_deriv_eq_zero` makes each entry constant. The closing `calc` block removes the two factors $E$.

`population_and_coherence` uses cyclicity of the trace for $\mathrm{Tr}(P\rho)$ and $DQ=Q$ for the block $P\rho Q$. `trace_loss` sums the diagonal entries of the equation, so it needs no condition on $P$. `singletProjector_witness` checks all sixteen entries with `fin_cases`.
